# Every natural-number power of exp(2πi/N) gives one when raised to the N-th power

The theorem `unityRoot_pow` states that the complex number exp(2πi/N)^j, raised to the power N, equals one, for all natural numbers N and j. In physics, for N ≥ 1, such numbers are the possible eigenvalues of translation by one site on a ring of N sites with periodic boundary conditions, where N translations give the identity. The file itself contains only the numbers and no ring or Hamiltonian. The case N = 0 is included because Lean sets division by zero to zero, so the expression still has a value, and its zeroth power is one. For N ≠ 0, the attempt tries to swap the order of the two powers, so that it can use Mathlib's fact that exp(2πi/N) is a primitive N-th root of unity.

In Lean, a first try:

```lean
import Mathlib

open scoped Matrix

namespace UnityRootPow

noncomputable section

/-- The `j`-th of the `N`-th roots of unity, `exp (2πi/N) ^ j`, for `N ≥ 1`. -/
def unityRoot (N j : ℕ) : ℂ := Complex.exp (2 * Real.pi * Complex.I / N) ^ j

/-- The `N`-th power of each root of unity is one. -/
theorem unityRoot_pow (N j : ℕ) : unityRoot N j ^ N = 1 := by
  rcases eq_or_ne N 0 with rfl | hN
  · exact pow_zero _
  · unfold unityRoot
    rw [← pow_mul, mul_comm, pow_mul, (Complex.isPrimitiveRoot_exp N hN).pow_eq_one, one_pow]

end

end UnityRootPow
```

The compiler's answer:

```
Main.lean:17:38: error: Tactic `rewrite` failed: Did not find an occurrence of the pattern
  Complex.exp (2 * ↑Real.pi * Complex.I / ↑N) ^ N
in the target expression
  (Complex.exp (Complex.I * (2 * ↑Real.pi) / ↑N) ^ j) ^ N = 1

case inr
N j : ℕ
hN : N ≠ 0
⊢ (Complex.exp (Complex.I * (2 * ↑Real.pi) / ↑N) ^ j) ^ N = 1
```

Diagnosis. The message says that `rewrite` could not find exp(2πi/N)^N, the left side of the equation supplied by `pow_eq_one`. The first step, `← pow_mul`, had merged the two powers into one with exponent `j * N`. The next step was meant to turn this into `N * j`, but `mul_comm` without arguments fits any product, and Lean applied it to the first one it met, inside the exponential: `2 * ↑Real.pi * Complex.I` became `Complex.I * (2 * ↑Real.pi)`. The exponent stayed as it was, so `pow_mul` split it back into a j-th power raised to the N-th. The goal then had both the wrong order of powers and an altered argument of the exponential.

The repair writes `mul_comm j N`, which fits only the product `j * N`. The exponent becomes `N * j`, and `pow_mul` now puts the N-th power inside. There `pow_eq_one` replaces it by one, and `one_pow` finishes the proof.

The mended proof, as a diff:

```diff
@@ -15,5 +15,5 @@
   · exact pow_zero _
   · unfold unityRoot
-    rw [← pow_mul, mul_comm, pow_mul, (Complex.isPrimitiveRoot_exp N hN).pow_eq_one, one_pow]
+    rw [← pow_mul, mul_comm j N, pow_mul, (Complex.isPrimitiveRoot_exp N hN).pow_eq_one, one_pow]
 
 end
```
